# The optimal exponent and energy of a single primitive Gaussian for hydrogen

Take an s-type Gaussian exp(-a r²) with a > 0 as a trial function for the hydrogen atom. Its reduced radial function is u(r) = r exp(-a r²), and in atomic units its mean energy is

E(a) = 3a/2 - 2√(2a/π).

The kinetic energy grows like a, since a tighter function has steeper slopes. The Coulomb attraction deepens only like √a. With s = √(2a) the energy is a quadratic polynomial in s, and completing the square gives

E = (3/4) (s - 4/(3√π))² - 4/(3π).

The lowest energy is therefore -4/(3π) ≈ -0.424 hartree, reached only at a = 8/(9π). For a non-relativistic electron and a fixed point nucleus, the exact ground-state energy is -1/2 hartree.

## The energy at general angular momentum

Let l be a natural number, the angular momentum of the orbital, and let

u(r) = r^(l+1) exp(-a r²), with a > 0.

The energy E(a) is the integral over r > 0 of

(u'² + l(l+1) u²/r²)/2 - u²/r,

divided by the integral of u². The claim is that, with g = Γ(l+1)/Γ(l+3/2), the minimum of E over all a > 0 is -g²/(2l+3), attained only at a = 2g²/(2l+3)².

The derivative is

u' = ((l+1) r^l - 2a r^(l+2)) exp(-a r²).

Squaring it gives (l+1)² as the coefficient of r^(2l). The centrifugal term adds l(l+1), and the sum is (l+1)(2l+1). The energy density is therefore exp(-2a r²) times

(l+1)(2l+1)/2 · r^(2l) - 2a(l+1) r^(2l+2) + 2a² r^(2l+4) - r^(2l+1).

Write M(n) for the integral of r^n exp(-b r²) over r > 0, with b = 2a. The substitution t = b r² gives

M(n) = (1/2) b^(-(n+1)/2) Γ((n+1)/2).

Since Γ(x+1) = x Γ(x), it follows that M(n+2) = (n+1)/(2b) · M(n). In particular,

M(2l) = 4a/(2l+1) · M(2l+2),

M(2l+4) = (2l+3)/(4a) · M(2l+2).

The first term of the density then contributes 2a(l+1) M(2l+2), which cancels the second. The third contributes a(l+3/2) M(2l+2). For the Coulomb term, the formula for M gives

M(2l+1) = √b g M(2l+2).

The norm integral is M(2l+2), so division by it leaves

E(a) = a(l+3/2) - g√(2a).

With s = √(2a) this becomes

E = (2l+3)/4 · (s - 2g/(2l+3))² - g²/(2l+3).

The square vanishes exactly when s = 2g/(2l+3), that is, when a = s²/2 = 2g²/(2l+3)².

For one electron and one primitive, the result supplies closed-form reference values for radial-integral and exponent-optimisation routines in Gaussian-basis codes.

## The trial function and its energy in Lean

```lean
import Mathlib

open Real Set MeasureTheory

namespace HydrogenGaussian

noncomputable section
```

The trial function takes l as a natural number and a, r as real numbers.

```lean
/-- The reduced radial function `u(r) = r^(l+1) exp(-a r²)` of a primitive Gaussian. -/
def radial (l : ℕ) (a r : ℝ) : ℝ := r ^ (l + 1) * Real.exp (-a * r ^ 2)
```

The power is l+1 because u is r times the radial part r^l exp(-a r²) of the orbital. It is easy to put r^l in its place. At l = 0 the Coulomb density would then be exp(-2a r²)/r, whose integral diverges at the nucleus.

```lean
/-- The hydrogen energy density in atomic units, for `r > 0`: radial kinetic energy,
centrifugal energy and Coulomb attraction. -/
def energyDensity (l : ℕ) (a r : ℝ) : ℝ :=
  ((deriv (radial l a) r) ^ 2 + (l : ℝ) * (l + 1) * (radial l a r) ^ 2 / r ^ 2) / 2
    - (radial l a r) ^ 2 / r
```

`energyDensity` contains the actual derivative of `radial`, not a formula supplied by hand. The three terms are the radial kinetic energy, the centrifugal energy and the attraction to a fixed point nucleus of charge 1, for a non-relativistic electron. The angular integration is taken as already done: this radial functional is the starting point, and its reduction from the three-dimensional Schrödinger equation is not part of the development.

```lean
/-- The Rayleigh quotient of the hydrogen radial Hamiltonian in the Gaussian with
exponent `a > 0`. -/
def energy (l : ℕ) (a : ℝ) : ℝ :=
  (∫ r in Ioi (0 : ℝ), energyDensity l a r) / ∫ r in Ioi (0 : ℝ), (radial l a r) ^ 2
```

`Ioi 0` is the half-line r > 0. The function u is not normalised, and the denominator of `energy` takes care of that, so `energy l a` is the mean energy of the normalised state.

The radial kinetic energy could also have been modelled as -u u''/2, with the operator -(1/2) d²/dr² acting on u. For these functions u u' vanishes at both ends of the half-line, so integration by parts gives the same energy. The proof would then need a second derivative in place of the square of the first.

```lean
/-- The ratio `g = Γ(l+1) / Γ(l+3/2)`. -/
def gammaRatio (l : ℕ) : ℝ := Real.Gamma ((l : ℝ) + 1) / Real.Gamma ((l : ℝ) + 3 / 2)
```

## Gaussian moments

The next two definitions name the integrand and the integral M(n), with the exponent b as an explicit argument.

```lean
/-- The Gaussian monomial `r^n exp(-b r²)`. -/
def gaussPow (n : ℕ) (b r : ℝ) : ℝ := r ^ n * Real.exp (-b * r ^ 2)

/-- The radial moment of a Gaussian, the integral of `r^n exp(-b r²)` over `r > 0`,
for `b > 0`. -/
def moment (n : ℕ) (b : ℝ) : ℝ := ∫ r in Ioi (0 : ℝ), gaussPow n b r
```

Every such integral converges when b > 0, including the case n = 0, which occurs in the energy density at l = 0.

```lean
/-- Gaussian monomials with `b > 0` are integrable on the half-line. -/
theorem integrableOn_gaussPow (n : ℕ) {b : ℝ} (hb : 0 < b) :
    IntegrableOn (gaussPow n b) (Ioi 0) := by
  have hn : (-1 : ℝ) < (n : ℝ) := by
    have : (0 : ℝ) ≤ n := Nat.cast_nonneg n
    linarith
  have h := integrableOn_rpow_mul_exp_neg_mul_sq hb hn
  simp only [Real.rpow_natCast] at h
  exact h
```

The closed form in terms of the Gamma function comes from Mathlib's integral for real powers, specialised to natural n.

```lean
/-- For `b > 0` the moment of `r^n` is `(1/2) b^(-(n+1)/2) Γ((n+1)/2)`. -/
theorem moment_eq (n : ℕ) {b : ℝ} (hb : 0 < b) :
    moment n b = b ^ (-((n : ℝ) + 1) / 2) * (1 / 2) * Real.Gamma (((n : ℝ) + 1) / 2) := by
  have hn : (-1 : ℝ) < (n : ℝ) := by
    have : (0 : ℝ) ≤ n := Nat.cast_nonneg n
    linarith
  have h := integral_rpow_mul_exp_neg_mul_rpow (show (0 : ℝ) < 2 by norm_num) hn hb
  simp only [Real.rpow_natCast, Real.rpow_two] at h
  exact h
```

The recurrence follows from Γ(x+1) = x Γ(x), together with the fact that lowering the exponent of b by one divides by b.

```lean
/-- For `b > 0`, raising the power of `r` by two multiplies a moment by `(n+1)/(2b)`. -/
theorem moment_add_two (n : ℕ) {b : ℝ} (hb : 0 < b) :
    moment (n + 2) b = ((n : ℝ) + 1) / (2 * b) * moment n b := by
  have e1 : (((n + 2 : ℕ) : ℝ) + 1) / 2 = ((n : ℝ) + 1) / 2 + 1 := by push_cast; ring
  have e2 : -(((n + 2 : ℕ) : ℝ) + 1) / 2 = -((n : ℝ) + 1) / 2 - 1 := by push_cast; ring
  rw [moment_eq _ hb, moment_eq _ hb, e1, e2, Real.Gamma_add_one (by positivity),
    Real.rpow_sub_one hb.ne']
  ring
```

The next lemma compares the Coulomb moment with the norm moment. The step `hp` extracts the factor √b from the two powers of b, and the remaining Gamma values form the ratio g.

```lean
/-- For `b > 0`, the moment that gives the Coulomb attraction is `√b g` times the moment
that gives the norm. -/
theorem moment_coulomb (l : ℕ) {b : ℝ} (hb : 0 < b) :
    moment (2 * l + 1) b = Real.sqrt b * gammaRatio l * moment (2 * l + 2) b := by
  have e1 : (((2 * l + 1 : ℕ) : ℝ) + 1) / 2 = (l : ℝ) + 1 := by push_cast; ring
  have e2 : (((2 * l + 2 : ℕ) : ℝ) + 1) / 2 = (l : ℝ) + 3 / 2 := by push_cast; ring
  have hp : b ^ (-(((2 * l + 1 : ℕ) : ℝ) + 1) / 2)
      = Real.sqrt b * b ^ (-(((2 * l + 2 : ℕ) : ℝ) + 1) / 2) := by
    rw [Real.sqrt_eq_rpow, ← Real.rpow_add hb]
    congr 1
    push_cast
    ring
  have hG : Real.Gamma ((l : ℝ) + 3 / 2) ≠ 0 := (Real.Gamma_pos_of_pos (by positivity)).ne'
  rw [moment_eq _ hb, moment_eq _ hb, hp, e1, e2, gammaRatio]
  field_simp
```

## From the derivative to the integrated energy

The product rule gives the slope of u at every real r.

```lean
/-- The slope of the Gaussian radial function. -/
theorem hasDerivAt_radial (l : ℕ) (a r : ℝ) : HasDerivAt (radial l a)
    ((((l : ℝ) + 1) * r ^ l - 2 * a * r ^ (l + 2)) * Real.exp (-a * r ^ 2)) r := by
  have h1 := hasDerivAt_pow (l + 1) r
  have h2 : HasDerivAt (fun x : ℝ => Real.exp (-a * x ^ 2))
      (Real.exp (-a * r ^ 2) * (-a * (2 * r))) r :=
    (((hasDerivAt_pow 2 r).const_mul (-a)).exp).congr_deriv (by norm_num)
  exact (h1.fun_mul h2).congr_deriv (by rw [Nat.add_sub_cancel]; push_cast; ring)
```

For r > 0 the divisions by r² and r can be carried out, and the density becomes the four-term sum found above. The step `he` records that squaring exp(-a r²) doubles the exponent, which is why the moments appear at `2 * a`.

```lean
/-- For `r > 0` the energy density is a combination of four Gaussian monomials. -/
theorem energyDensity_eq (l : ℕ) (a : ℝ) {r : ℝ} (hr : 0 < r) :
    energyDensity l a r = ((l : ℝ) + 1) * (2 * l + 1) / 2 * gaussPow (2 * l) (2 * a) r
      - 2 * a * (l + 1) * gaussPow (2 * l + 2) (2 * a) r
      + 2 * a ^ 2 * gaussPow (2 * l + 2 + 2) (2 * a) r - gaussPow (2 * l + 1) (2 * a) r := by
  have he : Real.exp (-(2 * a) * r ^ 2) = Real.exp (-a * r ^ 2) ^ 2 := by
    rw [← Real.exp_nat_mul]
    congr 1
    push_cast
    ring
  have hu : radial l a r = r * (r ^ l * Real.exp (-a * r ^ 2)) := by
    unfold radial
    ring
  have h1 : ∀ c q : ℝ, c * (r * q) ^ 2 / r ^ 2 = c * q ^ 2 := fun c q => by field_simp
  have h2 : ∀ q : ℝ, (r * q) ^ 2 / r = r * q ^ 2 := fun q => by field_simp
  unfold energyDensity gaussPow
  rw [(hasDerivAt_radial l a r).deriv, he, hu, h1, h2]
  ring
```

The following theorem has two parts. The first says that the energy density is integrable, and the second gives its integral. Lean assigns the value zero to the integral of a non-integrable function, so the first part ensures that the second describes a genuine energy.

```lean
/-- For `a > 0` the energy density is integrable, and its integral is `a(l+3/2)` times the
norm moment minus the Coulomb moment. -/
theorem integral_energyDensity (l : ℕ) {a : ℝ} (ha : 0 < a) :
    IntegrableOn (energyDensity l a) (Ioi 0) ∧ ∫ r in Ioi (0 : ℝ), energyDensity l a r
      = a * (l + 3 / 2) * moment (2 * l + 2) (2 * a) - moment (2 * l + 1) (2 * a) := by
  have hb : 0 < 2 * a := by positivity
  have A (c : ℝ) (n : ℕ) : Integrable (fun r => c * gaussPow n (2 * a) r)
      (volume.restrict (Ioi 0)) := (integrableOn_gaussPow n hb).const_mul c
  have B1 : Integrable (fun r => ((l : ℝ) + 1) * (2 * l + 1) / 2 * gaussPow (2 * l) (2 * a) r
      - 2 * a * (l + 1) * gaussPow (2 * l + 2) (2 * a) r) (volume.restrict (Ioi 0)) :=
    (A _ _).sub (A _ _)
  have B2 : Integrable (fun r => ((l : ℝ) + 1) * (2 * l + 1) / 2 * gaussPow (2 * l) (2 * a) r
      - 2 * a * (l + 1) * gaussPow (2 * l + 2) (2 * a) r
      + 2 * a ^ 2 * gaussPow (2 * l + 2 + 2) (2 * a) r) (volume.restrict (Ioi 0)) :=
    B1.add (A _ _)
  have C : Integrable (fun r => gaussPow (2 * l + 1) (2 * a) r) (volume.restrict (Ioi 0)) :=
    integrableOn_gaussPow _ hb
  constructor
  · exact IntegrableOn.congr_fun (B2.sub C)
      (fun r hr => (energyDensity_eq l a hr).symm) measurableSet_Ioi
  · rw [setIntegral_congr_fun measurableSet_Ioi (fun r hr => energyDensity_eq l a hr),
      integral_sub B2 C, integral_add B1 (A _ _), integral_sub (A _ _) (A _ _),
      integral_const_mul, integral_const_mul, integral_const_mul]
    change _ * moment (2 * l) (2 * a) - _ * moment (2 * l + 2) (2 * a)
      + _ * moment (2 * l + 2 + 2) (2 * a) - moment (2 * l + 1) (2 * a) = _
    -- the recurrence brings all kinetic terms to one moment
    rw [moment_add_two (2 * l + 2) hb, moment_add_two (2 * l) hb]
    push_cast
    field_simp
    ring
```

The integral is split into four moments. Two uses of `moment_add_two` express M(2l+4) and M(2l+2) through M(2l), and `field_simp` and `ring` check the cancellation. This is the calculation by hand with M(2l) as the common moment instead of M(2l+2).

```lean
/-- For `a > 0` the energy is `E(a) = a(l+3/2) - g √(2a)`. -/
theorem energy_eq (l : ℕ) {a : ℝ} (ha : 0 < a) :
    energy l a = a * (l + 3 / 2) - Real.sqrt (2 * a) * gammaRatio l := by
  have hb : 0 < 2 * a := by positivity
  have hN : ∫ r in Ioi (0 : ℝ), (radial l a r) ^ 2 = moment (2 * l + 2) (2 * a) := by
    unfold moment
    congr 1
    funext r
    have he : Real.exp (-(2 * a) * r ^ 2) = Real.exp (-a * r ^ 2) ^ 2 := by
      rw [← Real.exp_nat_mul]
      congr 1
      push_cast
      ring
    unfold radial gaussPow
    rw [he]
    ring
  have hM : 0 < moment (2 * l + 2) (2 * a) := by
    rw [moment_eq _ hb]
    have := Real.Gamma_pos_of_pos (show 0 < (((2 * l + 2 : ℕ) : ℝ) + 1) / 2 by positivity)
    positivity
  rw [energy, (integral_energyDensity l ha).2, hN, moment_coulomb l hb, div_eq_iff hM.ne']
  ring
```

In `energy_eq`, `hN` identifies the norm integral with M(2l+2), and `hM` shows that it is positive. Dividing by it gives E(a) = a(l+3/2) - g√(2a).

## The minimum and its uniqueness

The main theorem states, for every natural l, that the proposed exponent is positive, that no a > 0 gives an energy below -g²/(2l+3), and that an exponent a > 0 reaches this value if and only if it equals 2g²/(2l+3)². Together these say that the minimum exists and has a single minimiser. In Lean `-gammaRatio l ^ 2` means -(g²).

The minimum is taken over the exponent of one Gaussian with fixed l. Sums of Gaussians and other trial functions are not considered, and neither is the relation of this minimum to the exact spectrum.

```lean
/-- Over all exponents `a > 0`, the hydrogen energy of a single Gaussian of angular momentum
`l` has the minimum `-g²/(2l+3)`, attained only at the positive exponent `2g²/(2l+3)²`. -/
theorem energy_minimum (l : ℕ) :
    0 < 2 * gammaRatio l ^ 2 / (2 * (l : ℝ) + 3) ^ 2 ∧
    ∀ a : ℝ, 0 < a → -gammaRatio l ^ 2 / (2 * (l : ℝ) + 3) ≤ energy l a ∧
      (energy l a = -gammaRatio l ^ 2 / (2 * (l : ℝ) + 3) ↔
        a = 2 * gammaRatio l ^ 2 / (2 * (l : ℝ) + 3) ^ 2) := by
  have hg : 0 < gammaRatio l :=
    div_pos (Real.Gamma_pos_of_pos (by positivity)) (Real.Gamma_pos_of_pos (by positivity))
  refine ⟨by positivity, fun a ha => ?_⟩
  have hs : Real.sqrt (2 * a) ^ 2 = 2 * a := Real.sq_sqrt (by positivity)
  -- complete the square in √(2a)
  have key : energy l a = -gammaRatio l ^ 2 / (2 * (l : ℝ) + 3) + (2 * (l : ℝ) + 3) / 4 *
      (Real.sqrt (2 * a) - 2 * gammaRatio l / (2 * (l : ℝ) + 3)) ^ 2 := by
    have hL : (2 * (l : ℝ) + 3) ≠ 0 := by positivity
    have ha' : a = Real.sqrt (2 * a) ^ 2 / 2 := by linarith
    rw [energy_eq l ha]
    generalize Real.sqrt (2 * a) = s at ha' ⊢
    rw [ha']
    field_simp
    ring
  constructor
  · have : 0 ≤ (2 * (l : ℝ) + 3) / 4 *
        (Real.sqrt (2 * a) - 2 * gammaRatio l / (2 * (l : ℝ) + 3)) ^ 2 := by positivity
    linarith
  · constructor
    · intro h
      have h0 : (2 * (l : ℝ) + 3) / 4 *
          (Real.sqrt (2 * a) - 2 * gammaRatio l / (2 * (l : ℝ) + 3)) ^ 2 = 0 := by linarith
      have h1 := (mul_eq_zero.1 h0).resolve_left (by positivity)
      have h2 := sub_eq_zero.1 ((pow_eq_zero_iff two_ne_zero).1 h1)
      rw [h2, div_pow] at hs
      linear_combination (-1 / 2 : ℝ) * hs
    · intro h
      have h2 : 2 * a = (2 * gammaRatio l / (2 * (l : ℝ) + 3)) ^ 2 := by
        rw [h, div_pow]
        ring
      rw [key, h2, Real.sqrt_sq (by positivity)]
      ring
```

The equation `key` is the completed square. To prove it, `generalize` replaces √(2a) by a variable s, with a = s²/2, so that only algebra remains. The lower bound holds because the squared term is non-negative. If the energy equals the bound, the square is zero, which fixes s and hence a. Conversely, inserting the stated exponent makes √(2a) equal to 2g/(2l+3), and the square vanishes.

The last theorem returns to the s-type Gaussian. From Γ(3/2) = √π/2 it obtains g² = 4/π, and the general result becomes the bound -4/(3π), with equality only at a = 8/(9π).

```lean
/-- For `l = 0` and `a > 0` the energy is at least `-4/(3π)` hartree, with equality only
at `a = 8/(9π)`. -/
theorem energy_minimum_s (a : ℝ) (ha : 0 < a) :
    -4 / (3 * π) ≤ energy 0 a ∧ (energy 0 a = -4 / (3 * π) ↔ a = 8 / (9 * π)) := by
  have h : Real.Gamma (3 / 2) = 1 / 2 * Real.sqrt π := by
    rw [show (3 / 2 : ℝ) = 1 / 2 + 1 by norm_num, Real.Gamma_add_one (by norm_num),
      Real.Gamma_one_half_eq]
  have hg : gammaRatio 0 ^ 2 = 4 / π := by
    unfold gammaRatio
    rw [Nat.cast_zero, zero_add, zero_add, Real.Gamma_one, h, div_pow, mul_pow,
      Real.sq_sqrt Real.pi_pos.le, div_eq_div_iff (by positivity) (by positivity)]
    ring
  have e1 : -gammaRatio 0 ^ 2 / (2 * ((0 : ℕ) : ℝ) + 3) = -4 / (3 * π) := by
    rw [hg, Nat.cast_zero]
    ring
  have e2 : 2 * gammaRatio 0 ^ 2 / (2 * ((0 : ℕ) : ℝ) + 3) ^ 2 = 8 / (9 * π) := by
    rw [hg, Nat.cast_zero]
    ring
  have hmin := (energy_minimum 0).2 a ha
  rw [e1, e2] at hmin
  exact hmin

end

end HydrogenGaussian
```

```lean
#print axioms HydrogenGaussian.energy_minimum
#print axioms HydrogenGaussian.energy_minimum_s
```

```
'HydrogenGaussian.energy_minimum' depends on axioms: [propext, Classical.choice, Quot.sound]
'HydrogenGaussian.energy_minimum_s' depends on axioms: [propext, Classical.choice, Quot.sound]
```
